# Sign iterations of orders p and q compose to order pq in the right half-plane, and for p ≥ 2 their iterates converge to 1

## Do the maps \(h_p\) multiply their orders and find the sign of a number?

For \(x>0\) and integers \(p,q\ge 1\), the maps

\[
h_p(x)=\frac{(1+x)^p-(1-x)^p}{(1+x)^p+(1-x)^p}
\]

satisfy \(h_p(x)>0\) and \(h_p(h_q(x))=h_{pq}(x)\), and for \(p\ge 2\) repeated application of \(h_p\) drives \(x\) to \(1\). I met these maps as iterations for the matrix sign function in density-matrix purification, where two steps of order 2 are supposed to equal one step of order 4. I would like to see a full proof, with the denominators under control, and a version that a proof assistant has checked. Does it also work for complex eigenvalues, which a non-Hermitian matrix can have?

## Yes, because each step raises \((1-z)/(1+z)\) to the power \(p\)

The three statements hold for every complex \(z\) with \(\operatorname{Re}z>0\), with positivity read as \(\operatorname{Re}h_p(z)>0\). For \(p\ge 2\), starts with \(\operatorname{Re}z<0\) converge to \(-1\).

For non-interacting electrons at zero temperature, with a Hermitian Hamiltonian matrix \(H\) in a finite orthonormal basis and the chemical potential \(\mu\) in a gap, the density matrix is \(\tfrac12\bigl(I-\operatorname{sign}(H-\mu I)\bigr)\), and the scalar result describes how the iteration acts on each eigenvalue of \(H-\mu I\), taken as a pure number in a fixed energy unit. The choice of unit does not affect the sign.

### The denominator and the half-plane

Let \(\operatorname{Re}z>0\), and write \(A=(1+z)^p\), \(B=(1-z)^p\) and \(D_p(z)=A+B\). Since

\[
|1+z|^2-|1-z|^2=4\operatorname{Re}z>0,
\]

we have \(|B|<|A|\) for \(p\ge1\). If \(D_p(z)\) were zero, then \(A=-B\) would give \(|A|=|B|\), a contradiction. For \(p=0\) the denominator is \(2\). So \(D_p(z)\ne0\) in every case.

For \(p\ge1\), multiply numerator and denominator of \(h_p(z)=(A-B)/(A+B)\) by \(\overline{A+B}\). The cross terms \(A\overline B-B\overline A\) are purely imaginary, so

\[
\operatorname{Re}h_p(z)=\frac{|A|^2-|B|^2}{|D_p(z)|^2}>0 .
\]

A step therefore never leaves the right half-plane.

### Composition

Adding \(h_p\) to \(1\), or subtracting it from \(1\), gives

\[
1+h_p(z)=\frac{2}{D_p(z)}(1+z)^p,\qquad 1-h_p(z)=\frac{2}{D_p(z)}(1-z)^p .
\]

Both carry the same factor. Now take a step of order \(q\) first, and put \(w=h_q(z)\) and \(c=2/D_q(z)\). Then

\[
(1\pm w)^p=c^p(1\pm z)^{pq}.
\]

The sum of the two powers is \(D_p(w)=c^pD_{pq}(z)\), which is nonzero. Their difference carries the same \(c^p\), which cancels in the quotient and leaves \(h_p(h_q(z))=h_{pq}(z)\).

### Convergence

Let \(z_n\) be the result of \(n\) steps of order \(p\ge1\) from \(z_0=z\), and let \(u=(1-z)/(1+z)\) be the Cayley variable of the start. Dividing the two formulas for \(1\mp h_p\) shows that one step raises the Cayley variable to the power \(p\). By induction,

\[
\frac{1-z_n}{1+z_n}=u^{p^n},\qquad\text{hence}\qquad z_n=\frac{1-u^{p^n}}{1+u^{p^n}} .
\]

Here \(|u|<1\). If \(p\ge2\), then \(p^n\to\infty\), so \(u^{p^n}\to0\) and \(z_n\to1\). For \(p=1\) the map is the identity and nothing moves.

Replacing \(z\) by \(-z\) exchanges \(A\) and \(B\). This leaves the denominator unchanged and reverses the sign of the numerator, so \(h_p(-z)=-h_p(z)\). A start in the left half-plane thus follows the mirror image of a trajectory in the right half-plane and, for \(p\ge2\), tends to \(-1\).

### The Lean file

```lean
import Mathlib

open Filter Topology

namespace PadeSignIteration

noncomputable section

/-- The denominator `(1 + z)^p + (1 - z)^p` of the sign iteration of order `p`. -/
def padeDen {K : Type*} [Field K] (p : ℕ) (z : K) : K :=
  (1 + z) ^ p + (1 - z) ^ p

/-- The update rule `h_p(z) = ((1+z)^p - (1-z)^p) / ((1+z)^p + (1-z)^p)` of the sign iteration,
meant for those `z` at which the denominator `padeDen p z` is nonzero. -/
def padeSign {K : Type*} [Field K] (p : ℕ) (z : K) : K :=
  ((1 + z) ^ p - (1 - z) ^ p) / padeDen p z

/-- In the open right half-plane, `(1 - z)^p` is smaller in modulus than `(1 + z)^p`
for every `p ≥ 1`. -/
theorem norm_pow_lt {p : ℕ} (hp : 1 ≤ p) {z : ℂ} (hz : 0 < z.re) :
    ‖(1 - z) ^ p‖ < ‖(1 + z) ^ p‖ := by
  have h : ‖1 - z‖ < ‖1 + z‖ := by
    apply lt_of_pow_lt_pow_left₀ 2 (norm_nonneg _)
    rw [Complex.sq_norm, Complex.sq_norm, Complex.normSq_apply, Complex.normSq_apply]
    simp only [Complex.add_re, Complex.sub_re, Complex.add_im, Complex.sub_im,
      Complex.one_re, Complex.one_im]
    nlinarith
  rw [norm_pow, norm_pow]
  exact pow_lt_pow_left₀ h (norm_nonneg _) (by omega)

/-- The denominator of the update rule has no zero in the open right half-plane. -/
theorem padeDen_ne_zero (p : ℕ) {z : ℂ} (hz : 0 < z.re) : padeDen p z ≠ 0 := by
  rcases Nat.eq_zero_or_pos p with rfl | hp
  · norm_num [padeDen]
  · intro h
    have hlt := norm_pow_lt hp hz
    have he : (1 + z) ^ p = -(1 - z) ^ p := eq_neg_of_add_eq_zero_left h
    rw [he, norm_neg] at hlt
    exact lt_irrefl _ hlt

/-- Where the denominator is nonzero, `1 + h_p(z)` and `1 - h_p(z)` are `(1 + z)^p` and
`(1 - z)^p` times one common factor. -/
theorem one_add_sub_padeSign {K : Type*} [Field K] {p : ℕ} {z : K} (h : padeDen p z ≠ 0) :
    1 + padeSign p z = 2 / padeDen p z * (1 + z) ^ p ∧
      1 - padeSign p z = 2 / padeDen p z * (1 - z) ^ p := by
  constructor
  · unfold padeSign
    field_simp
    unfold padeDen
    ring
  · unfold padeSign
    field_simp
    unfold padeDen
    ring

/-- For `p ≥ 1` the update rule maps the open right half-plane into itself. -/
theorem padeSign_re_pos {p : ℕ} (hp : 1 ≤ p) {z : ℂ} (hz : 0 < z.re) :
    0 < (padeSign p z).re := by
  have h : Complex.normSq ((1 - z) ^ p) < Complex.normSq ((1 + z) ^ p) := by
    rw [Complex.normSq_eq_norm_sq, Complex.normSq_eq_norm_sq]
    exact pow_lt_pow_left₀ (norm_pow_lt hp hz) (norm_nonneg _) two_ne_zero
  have hD : 0 < Complex.normSq (padeDen p z) := Complex.normSq_pos.mpr (padeDen_ne_zero p hz)
  unfold padeSign
  rw [Complex.div_re, ← add_div]
  refine div_pos ?_ hD
  -- the numerator is `|1 + z|^(2p) - |1 - z|^(2p)`
  rw [Complex.normSq_apply, Complex.normSq_apply] at h
  unfold padeDen
  simp only [Complex.add_re, Complex.sub_re, Complex.add_im, Complex.sub_im]
  nlinarith [h]

/-- Composition law: for `Re z > 0`, a step of order `q` followed by a step of order `p` is
one step of order `p q`, and none of the three denominators vanishes. -/
theorem padeSign_comp (p q : ℕ) {z : ℂ} (hz : 0 < z.re) :
    padeDen q z ≠ 0 ∧ padeDen (p * q) z ≠ 0 ∧ padeDen p (padeSign q z) ≠ 0 ∧
      padeSign p (padeSign q z) = padeSign (p * q) z := by
  have hq := padeDen_ne_zero q hz
  have hpq := padeDen_ne_zero (p * q) hz
  obtain ⟨h1, h2⟩ := one_add_sub_padeSign hq
  have hc : (2 / padeDen q z) ^ p ≠ 0 := pow_ne_zero _ (div_ne_zero two_ne_zero hq)
  -- numerator and denominator pick up the same factor
  have hd : padeDen p (padeSign q z) = (2 / padeDen q z) ^ p * padeDen (p * q) z := by
    show (1 + padeSign q z) ^ p + (1 - padeSign q z) ^ p =
      (2 / padeDen q z) ^ p * ((1 + z) ^ (p * q) + (1 - z) ^ (p * q))
    rw [h1, h2, mul_pow, mul_pow, ← pow_mul, ← pow_mul, mul_comm q p]
    ring
  have hn : (1 + padeSign q z) ^ p - (1 - padeSign q z) ^ p =
      (2 / padeDen q z) ^ p * ((1 + z) ^ (p * q) - (1 - z) ^ (p * q)) := by
    rw [h1, h2, mul_pow, mul_pow, ← pow_mul, ← pow_mul, mul_comm q p]
    ring
  refine ⟨hq, hpq, by rw [hd]; exact mul_ne_zero hc hpq, ?_⟩
  show ((1 + padeSign q z) ^ p - (1 - padeSign q z) ^ p) / padeDen p (padeSign q z) =
    ((1 + z) ^ (p * q) - (1 - z) ^ (p * q)) / padeDen (p * q) z
  rw [hn, hd, mul_div_mul_left _ _ hc]

/-- Exact error law: for `p ≥ 1` and `Re z > 0` the `n`-th iterate `x` stays in the right
half-plane, and `(1 - x)/(1 + x)` is the `p^n`-th power of its starting value. -/
theorem cayley_iterate {p : ℕ} (hp : 1 ≤ p) {z : ℂ} (hz : 0 < z.re) (n : ℕ) :
    0 < ((padeSign p)^[n] z).re ∧
      (1 - (padeSign p)^[n] z) / (1 + (padeSign p)^[n] z) =
        ((1 - z) / (1 + z)) ^ (p ^ n) := by
  induction n with
  | zero => exact ⟨by simpa using hz, by simp⟩
  | succ n ih =>
    rw [Function.iterate_succ_apply']
    refine ⟨padeSign_re_pos hp ih.1, ?_⟩
    -- one step raises the Cayley variable to the power `p`
    have hden := padeDen_ne_zero p ih.1
    obtain ⟨h1, h2⟩ := one_add_sub_padeSign hden
    rw [h1, h2, mul_div_mul_left _ _ (div_ne_zero two_ne_zero hden), ← div_pow, ih.2,
      ← pow_mul, pow_succ p n]

/-- For `p ≥ 2` and `Re z > 0` the iterates of `h_p` started at `z` tend to `1`. -/
theorem tendsto_one {p : ℕ} (hp : 2 ≤ p) {z : ℂ} (hz : 0 < z.re) :
    Tendsto (fun n => (padeSign p)^[n] z) atTop (𝓝 1) := by
  have hlt : ‖1 - z‖ < ‖1 + z‖ := by simpa using norm_pow_lt le_rfl hz
  have hc : ‖(1 - z) / (1 + z)‖ < 1 := by
    rw [norm_div, div_lt_one (lt_of_le_of_lt (norm_nonneg _) hlt)]
    exact hlt
  have hpow : Tendsto (fun n : ℕ => ((1 - z) / (1 + z)) ^ (p ^ n)) atTop (𝓝 0) :=
    (tendsto_pow_atTop_nhds_zero_of_norm_lt_one hc).comp
      (tendsto_pow_atTop_atTop_of_one_lt (by omega : 1 < p))
  have hlim : Tendsto (fun n : ℕ => (1 - ((1 - z) / (1 + z)) ^ (p ^ n)) /
      (1 + ((1 - z) / (1 + z)) ^ (p ^ n))) atTop (𝓝 ((1 - 0) / (1 + 0))) :=
    (hpow.const_sub 1).div (hpow.const_add 1) (by norm_num)
  rw [sub_zero, add_zero, div_one] at hlim
  -- invert the Cayley transform to recover the iterate
  have hx : ∀ n : ℕ, (1 - ((1 - z) / (1 + z)) ^ (p ^ n)) /
      (1 + ((1 - z) / (1 + z)) ^ (p ^ n)) = (padeSign p)^[n] z := by
    intro n
    obtain ⟨hre, he⟩ := cayley_iterate (by omega : 1 ≤ p) hz n
    rw [← he]
    clear he
    generalize (padeSign p)^[n] z = x at hre ⊢
    have h1 : 1 + x ≠ 0 := by
      intro h
      have h' := congrArg Complex.re h
      simp only [Complex.add_re, Complex.one_re, Complex.zero_re] at h'
      linarith
    have h2 : 1 + (1 - x) / (1 + x) = 2 / (1 + x) := by
      rw [eq_div_iff h1, add_mul, div_mul_cancel₀ _ h1]
      ring
    have h3 : 1 - (1 - x) / (1 + x) = 2 * x / (1 + x) := by
      rw [eq_div_iff h1, sub_mul, div_mul_cancel₀ _ h1]
      ring
    rw [h3, h2, div_div_div_cancel_right₀ h1]
    exact mul_div_cancel_left₀ x two_ne_zero
  exact hlim.congr hx

/-- The update rule is odd: `h_p(-z) = -h_p(z)`. -/
theorem padeSign_neg (p : ℕ) (z : ℂ) : padeSign p (-z) = -padeSign p z := by
  unfold padeSign padeDen
  rw [sub_neg_eq_add, ← sub_eq_add_neg, ← neg_div, neg_sub, add_comm ((1 - z) ^ p)]

/-- For `p ≥ 2` the iterates of `h_p` tend to `1` from every start in the open right half-plane
and to `-1` from every start in the open left half-plane. -/
theorem tendsto_sign {p : ℕ} (hp : 2 ≤ p) (z : ℂ) :
    (0 < z.re → Tendsto (fun n => (padeSign p)^[n] z) atTop (𝓝 1)) ∧
      (z.re < 0 → Tendsto (fun n => (padeSign p)^[n] z) atTop (𝓝 (-1))) := by
  refine ⟨tendsto_one hp, fun hz => ?_⟩
  have hodd : ∀ n : ℕ, -((padeSign p)^[n] (-z)) = (padeSign p)^[n] z := by
    intro n
    induction n with
    | zero => simp
    | succ n ih =>
      rw [Function.iterate_succ_apply', Function.iterate_succ_apply', ← ih, padeSign_neg]
  have hz' : 0 < (-z).re := by
    rw [Complex.neg_re]
    linarith
  exact (tendsto_one hp hz').neg.congr hodd

/-- On the real line, for `x > 0`: `h_p(x) > 0` if `p ≥ 1`, `h_p(h_q(x)) = h_(pq)(x)`, and
the iterates of `h_p` tend to `1` if `p ≥ 2`. -/
theorem padeSign_real {x : ℝ} (hx : 0 < x) :
    (∀ p : ℕ, 1 ≤ p → 0 < padeSign p x) ∧
      (∀ p q : ℕ, padeSign p (padeSign q x) = padeSign (p * q) x) ∧
      (∀ p : ℕ, 2 ≤ p → Tendsto (fun n => (padeSign p)^[n] x) atTop (𝓝 1)) := by
  have hz : 0 < (x : ℂ).re := by simpa using hx
  have hcast : ∀ (p : ℕ) (y : ℝ), ((padeSign p y : ℝ) : ℂ) = padeSign p (y : ℂ) := by
    intro p y
    simp [padeSign, padeDen]
  refine ⟨fun p hp => ?_, fun p q => ?_, fun p hp => ?_⟩
  · have h := padeSign_re_pos hp hz
    rwa [← hcast, Complex.ofReal_re] at h
  · apply Complex.ofReal_injective
    simp only [hcast]
    exact (padeSign_comp p q hz).2.2.2
  · have hit : ∀ n : ℕ, (((padeSign p)^[n] x : ℝ) : ℂ) = (padeSign p)^[n] (x : ℂ) := by
      intro n
      induction n with
      | zero => rfl
      | succ n ih =>
        rw [Function.iterate_succ_apply', Function.iterate_succ_apply', hcast, ih]
    have h := (Complex.continuous_re.tendsto 1).comp (tendsto_one hp hz)
    rw [Complex.one_re] at h
    refine h.congr fun n => ?_
    show ((padeSign p)^[n] (x : ℂ)).re = _
    rw [← hit, Complex.ofReal_re]

end

end PadeSignIteration
```

```lean
#print axioms PadeSignIteration.tendsto_sign
-- 'PadeSignIteration.tendsto_sign' depends on axioms: [propext, Classical.choice, Quot.sound]
#print axioms PadeSignIteration.padeSign_real
-- 'PadeSignIteration.padeSign_real' depends on axioms: [propext, Classical.choice, Quot.sound]
```

### What the theorems say

`padeDen p z` is \(D_p(z)\) and `padeSign p z` is \(h_p(z)\). Both are defined over an arbitrary field, so the same definitions serve real and complex numbers. The order `p` is a natural number. `(padeSign p)^[n] z` is the \(n\)-fold iterate \(z_n\), and `Tendsto … atTop (𝓝 1)` says that it converges to \(1\) as \(n\to\infty\). The physical input is the hypothesis `0 < z.re`: the eigenvalue, measured from the chemical potential, lies on the positive side.

- `padeSign_comp` is the composition law for \(\operatorname{Re}z>0\). Lean assigns the value zero to a division by zero, so the theorem also states that all three denominators are nonzero. It allows orders \(0\) as well.
- `cayley_iterate` is the exact law for \((1-z_n)/(1+z_n)\), together with \(\operatorname{Re}z_n>0\), for \(p\ge1\).
- `tendsto_sign` gives the limits \(1\) and \(-1\) in the two open half-planes for \(p\ge2\).
- `padeSign_real` is the statement in your question, for real \(x>0\): positivity for \(p\ge1\), composition for all natural \(p,q\), and convergence for \(p\ge2\).

These theorems concern a single number under error-free arithmetic; they do not treat the matrix iteration, rounding, the truncation of small matrix elements, or convergence from the imaginary axis, where an eigenvalue exactly at the chemical potential would sit.

### How Lean reaches them

`norm_pow_lt` proves \(|B|<|A|\). It compares squared moduli, expands them into real and imaginary parts, and lets `nlinarith` find the inequality that comes from \(4\operatorname{Re}z>0\). `padeDen_ne_zero` treats \(p=0\) separately and otherwise uses \(A=-B\) to turn \(|B|<|A|\) into the contradiction \(|B|<|B|\).

`one_add_sub_padeSign` contains the two common-factor formulas. `field_simp` clears the denominator and `ring` checks the remaining polynomial identity. In `padeSign_re_pos`, `Complex.div_re` writes the real part of the quotient over \(|D_p(z)|^2\), and the final `nlinarith` identifies the numerator with \(|A|^2-|B|^2\).

In `padeSign_comp`, the intermediate results `hd` and `hn` say that denominator and numerator each acquire the factor \(c^p\). The last rewrite, with `mul_div_mul_left`, cancels it.

`cayley_iterate` is an induction on \(n\) that carries two claims at once: the iterate stays in the right half-plane, and its Cayley variable is \(u^{p^n}\). The first claim is what guarantees a nonzero denominator for the next step. The common factor then cancels as in the derivation, and `pow_succ` rewrites \(p^{n+1}\) as \(p^n\cdot p\), so that the exponents agree.

`tendsto_one` first obtains \(|u|<1\), then combines \(u^m\to0\) with \(p^n\to\infty\) to get `hpow`. The limit of \((1-u^{p^n})/(1+u^{p^n})\) is `hlim`, and `hx` inverts the Cayley transform to show that this expression is the iterate itself.

`padeSign_neg` is the oddness of the map. Inside `tendsto_sign`, `hodd` extends it to all iterates by induction, which transfers the limit to the left half-plane.

Finally, `padeSign_real` embeds the real line in the complex plane. Its step `hcast` says that applying \(h_p\) commutes with this embedding. Positivity and composition then come back from the complex theorems, and convergence follows by taking real parts, which is a continuous operation.
